# The discrete Wigner function of a normalised pure qutrit state is real and never below −1/3

The Wigner function is defined here as a complex-valued sum, so that its reality is a theorem and not a consequence of its type. A state is any function $\psi:\mathbb Z/3\to\mathbb C$, and normalisation enters as a hypothesis where it is needed. With $w=e^{2\pi i/3}$ and all arguments and exponents taken modulo 3, the definition is

$$W(q,p)=\frac13\sum_{y\in\mathbb Z/3}\overline{\psi(q+y)}\,\psi(q-y)\,w^{2py}.$$

For $\sum_x|\psi(x)|^2=1$ it can be rewritten as

$$3W(q,p)=2|\psi(q)|^2+\left|\psi(q+1)+w^{2p}\psi(q-1)\right|^2-1 .$$

The right-hand side is real and at least $-1$, so $W(q,p)\ge-\tfrac13$ at each of the nine phase-space points. At the origin the bound is reached exactly when $\psi$ is a phase times $(0,1,-1)/\sqrt2$. The three basis states and the nine states $w^{ax^2+bx}/\sqrt3$, with $a,b\in\mathbb Z/3$, have $W\ge0$ everywhere.

## Sampling weights and range checks in a qutrit code

A phase-space Monte Carlo code for a single qutrit can draw its starting point from $W$ without sign weights when the initial state is one of these twelve pure states. In each case $W$ is the uniform distribution on three of the nine points. For any other normalised pure state, the bound limits how negative an entry of the table can be.

The identity also gives a check on an implementation. An imaginary part well above rounding error points to a mistake in the evaluation of the sum, such as a wrong phase or a wrong index. An entry clearly below $-\tfrac13$ can also come from a state that is not normalised.

## Completing the square at one phase-space point

The three values of $y$ are $0$, $1$ and $-1$. Their terms are

$$|\psi(q)|^2,\qquad \overline{\psi(q+1)}\,\psi(q-1)\,w^{2p},\qquad \overline{\psi(q-1)}\,\psi(q+1)\,w^{-2p}.$$

The last two are complex conjugates, so

$$3W(q,p)=|\psi(q)|^2+2\,\mathrm{Re}\left[\overline{\psi(q+1)}\,w^{2p}\psi(q-1)\right].$$

Since $|w^{2p}|=1$, the cross term equals

$$\left|\psi(q+1)+w^{2p}\psi(q-1)\right|^2-|\psi(q+1)|^2-|\psi(q-1)|^2 .$$

Normalisation gives $|\psi(q+1)|^2+|\psi(q-1)|^2=1-|\psi(q)|^2$, and the identity follows.

**Equality.** If $W(q,p)=-\tfrac13$, both squares vanish: $\psi(q)=0$ and $\psi(q+1)=-w^{2p}\psi(q-1)$. The two remaining amplitudes have equal modulus, so each has modulus $1/\sqrt2$. Put $c=-\sqrt2\,w^p\,\psi(q-1)$, which has modulus one. Then

$$\psi(q)=0,\qquad \psi(q+1)=c\,\frac{w^{p}}{\sqrt2},\qquad \psi(q-1)=-c\,\frac{w^{-p}}{\sqrt2}.$$

This is $c$ times the odd state $(0,1,-1)/\sqrt2$ displaced to $(q,p)$. Conversely, these amplitudes make both squares zero. At $q=p=0$ the displacement does nothing.

**Basis states.** For the state located at $k$, a term is nonzero only if $q+y=k$ and $q-y=k$. Subtracting gives $2y=0$, hence $y=0$ modulo 3, and then $q=k$. So $W=\tfrac13$ on the line $q=k$ and $0$ elsewhere.

**Quadratic-phase states.** For $w^{ax^2+bx}/\sqrt3$ the exponents in the term $y$ add up to

$$-a(q+y)^2-b(q+y)+a(q-y)^2+b(q-y)+2py=2(p-2aq-b)\,y .$$

The amplitudes contribute a factor $\tfrac13$, so

$$W(q,p)=\frac19\sum_y w^{2(p-2aq-b)y}.$$

The sum is $3$ if $p=2aq+b$. Otherwise it is $1+w+w^2=0$. So $W=\tfrac13$ on the line $p=2aq+b$ and $0$ elsewhere.

**One site.** The same formula with one site in place of three gives $W=|\psi(0)|^2=1$. A negative value at the origin needs a component that is odd under $x\mapsto-x$, and a single site has none.

## The Lean file

```lean
import Mathlib

open ComplexConjugate

namespace QutritWigner

noncomputable section

/-- The cube root of unity `w = exp(2πi/3)`. -/
def cubeRoot : ℂ := Complex.exp (2 * Real.pi * Complex.I / 3)

/-- The phase `w^k` for `k` in `Z/3`. -/
def phase (k : ZMod 3) : ℂ := cubeRoot ^ k.val

/-- The discrete Wigner function of a qutrit state at the phase-space point `(q, p)`. -/
def wigner (ψ : ZMod 3 → ℂ) (q p : ZMod 3) : ℂ :=
  1 / 3 * ∑ y : ZMod 3, conj (ψ (q + y)) * ψ (q - y) * phase (2 * p * y)

/-- The position basis state located at `k`. -/
def basisState (k x : ZMod 3) : ℂ := if x = k then 1 else 0

/-- The quadratic-phase state `w^(a x² + b x) / √3`. -/
def chirpState (a b x : ZMod 3) : ℂ := phase (a * x ^ 2 + b * x) / (√3 : ℝ)

/-- The odd state `(0, 1, -1) / √2`. -/
def oddState (x : ZMod 3) : ℂ :=
  if x = 0 then 0 else if x = 1 then ((√2 : ℝ) : ℂ)⁻¹ else -((√2 : ℝ) : ℂ)⁻¹

/-- The odd state displaced to the phase-space point `(q, p)`. -/
def displacedOdd (q p x : ZMod 3) : ℂ := phase (p * (x - q)) * oddState (x - q)

/-- The number `w` is a primitive cube root of unity. -/
theorem cubeRoot_primitive : IsPrimitiveRoot cubeRoot 3 := by
  have h := Complex.isPrimitiveRoot_exp 3 (by norm_num)
  rw [Nat.cast_ofNat] at h
  exact h

/-- Phases multiply when their exponents add. -/
theorem phase_add (j k : ZMod 3) : phase (j + k) = phase j * phase k := by
  unfold phase
  rw [ZMod.val_add, ← pow_add]
  exact (pow_eq_pow_mod _ cubeRoot_primitive.pow_eq_one).symm

/-- Each phase has modulus one, and reversing its exponent conjugates it. -/
theorem phase_unitary (k : ZMod 3) : ‖phase k‖ = 1 ∧ phase (-k) = conj (phase k) := by
  have hw : ‖cubeRoot‖ = 1 := by
    have e : cubeRoot = Complex.exp (((2 * Real.pi / 3 : ℝ) : ℂ) * Complex.I) := by
      unfold cubeRoot
      congr 1
      push_cast
      ring
    rw [e, Complex.norm_exp_ofReal_mul_I]
  have hn : ‖phase k‖ = 1 := by rw [phase, norm_pow, hw, one_pow]
  have h1 : phase k * phase (-k) = 1 := by
    rw [← phase_add, add_neg_cancel]
    simp [phase]
  have h2 : conj (phase k) * phase k = 1 := by
    rw [Complex.conj_mul', hn]
    norm_num
  exact ⟨hn, by linear_combination conj (phase k) * h1 - phase (-k) * h2⟩

/-- A sum over the three sites can be taken over a site and its two neighbours. -/
theorem sum_sites {M : Type*} [AddCommMonoid M] (f : ZMod 3 → M) (q : ZMod 3) :
    ∑ x, f x = f q + f (q + 1) + f (q - 1) := by
  have h3 : ∀ g : ZMod 3 → M, ∑ x, g x = g 0 + g 1 + g (-1) := by
    intro g
    rw [show (-1 : ZMod 3) = 2 by decide]
    exact Fin.sum_univ_three g
  rw [← Equiv.sum_comp (Equiv.addLeft q) f, h3]
  simp [sub_eq_add_neg]

/-- Orthogonality of phases: the sum of `w^(k y)` over `y` is 3 for `k = 0` and 0 otherwise. -/
theorem phase_sum (k : ZMod 3) : ∑ y, phase (k * y) = if k = 0 then 3 else 0 := by
  have p0 : phase 0 = 1 := by simp [phase]
  have p1 : phase 1 = cubeRoot := by
    rw [phase, show (1 : ZMod 3).val = 1 by decide, pow_one]
  have p2 : phase (-1) = cubeRoot ^ 2 := by
    rw [phase, show (-1 : ZMod 3).val = 2 by decide]
  have hs : 1 + cubeRoot + cubeRoot ^ 2 = 0 := by
    have h := cubeRoot_primitive.geom_sum_eq_zero (by norm_num)
    simpa only [Finset.sum_range_succ, Finset.sum_range_zero, pow_zero, pow_one, zero_add] using h
  have hk : ∀ k : ZMod 3, k = 0 ∨ k = 1 ∨ k = -1 := by decide
  rw [sum_sites _ 0]
  simp only [zero_add, zero_sub, mul_zero, mul_one, mul_neg]
  rcases hk k with h | h | h
  · rw [if_pos h, h, neg_zero, p0]
    norm_num
  · rw [h, if_neg (show ¬ ((1 : ZMod 3) = 0) by decide), p0, p1, p2]
    exact hs
  · rw [h, if_neg (show ¬ ((-1 : ZMod 3) = 0) by decide), neg_neg, p0, p1, p2]
    linear_combination hs

/-- The Wigner function of the basis state at `k` is 1/3 on the line `q = k` and 0 elsewhere. -/
theorem wigner_basisState (k q p : ZMod 3) :
    wigner (basisState k) q p = if q = k then 1 / 3 else 0 := by
  have t : ∀ q y k : ZMod 3, q + y = k → q - y = k → y = 0 := by decide
  have p0 : phase 0 = 1 := by simp [phase]
  -- only the term y = 0 can survive
  have key : ∀ y : ZMod 3, conj (basisState k (q + y)) * basisState k (q - y) * phase (2 * p * y)
      = if y = 0 then (if q = k then 1 else 0) else 0 := by
    intro y
    by_cases hy : y = 0
    · rw [if_pos hy, hy, add_zero, sub_zero, mul_zero, p0]
      by_cases h : q = k <;> simp [basisState, h]
    · rw [if_neg hy]
      by_cases h1 : q + y = k
      · have h2 : basisState k (q - y) = 0 := if_neg fun h => hy (t q y k h1 h)
        rw [h2, mul_zero, zero_mul]
      · have h2 : basisState k (q + y) = 0 := if_neg h1
        rw [h2, map_zero, zero_mul, zero_mul]
  rw [wigner, Finset.sum_congr rfl (fun y _ => key y), Finset.sum_ite_eq',
    if_pos (Finset.mem_univ _)]
  split_ifs <;> norm_num

/-- The Wigner function of `w^(a x² + b x) / √3` is 1/3 on the line `p = 2 a q + b`
and 0 elsewhere. -/
theorem wigner_chirpState (a b q p : ZMod 3) :
    wigner (chirpState a b) q p = if p = 2 * a * q + b then 1 / 3 else 0 := by
  have t : ∀ p m : ZMod 3, 2 * (p - m) = 0 ↔ p = m := by decide
  have h3 : ((√3 : ℝ) : ℂ) * ((√3 : ℝ) : ℂ) = 3 := by
    rw [← Complex.ofReal_mul, Real.mul_self_sqrt (by norm_num)]
    norm_num
  -- the quadratic phases combine into a phase linear in y
  have key : ∀ y : ZMod 3,
      conj (chirpState a b (q + y)) * chirpState a b (q - y) * phase (2 * p * y)
      = phase (2 * (p - (2 * a * q + b)) * y) / 3 := by
    intro y
    have e : 2 * (p - (2 * a * q + b)) * y = -(a * (q + y) ^ 2 + b * (q + y))
        + (a * (q - y) ^ 2 + b * (q - y)) + 2 * p * y := by ring
    rw [e, phase_add, phase_add, chirpState, chirpState, map_div₀, Complex.conj_ofReal,
      ← (phase_unitary _).2, div_mul_div_comm, h3]
    ring
  rw [wigner, Finset.sum_congr rfl (fun y _ => key y), ← Finset.sum_div, phase_sum]
  by_cases h : p = 2 * a * q + b
  · rw [if_pos ((t _ _).2 h), if_pos h]
    norm_num
  · rw [if_neg (mt (t _ _).1 h), if_neg h]
    norm_num

/-- For a unit vector, three times the Wigner function is a sum of squared moduli minus one. -/
theorem wigner_of_unit (ψ : ZMod 3 → ℂ) (hψ : ∑ x, ‖ψ x‖ ^ 2 = 1) (q p : ZMod 3) :
    wigner ψ q p =
      ((2 * ‖ψ q‖ ^ 2 + ‖ψ (q + 1) + phase (2 * p) * ψ (q - 1)‖ ^ 2 - 1) / 3 : ℝ) := by
  have p0 : phase 0 = 1 := by simp [phase]
  have N : ∀ z : ℂ, (‖z‖ : ℂ) ^ 2 = conj z * z := fun z => (Complex.conj_mul' z).symm
  have hu : conj (phase (2 * p)) * phase (2 * p) = 1 := by
    rw [← N, (phase_unitary _).1]
    norm_num
  rw [sum_sites _ q] at hψ
  rw [← hψ, wigner, sum_sites _ 0]
  simp only [zero_add, zero_sub, add_zero, sub_zero, mul_zero, mul_one, mul_neg,
    sub_neg_eq_add, ← sub_eq_add_neg, p0, (phase_unitary _).2]
  push_cast
  simp only [N, map_add, map_mul]
  linear_combination (-(1 / 3) * conj (ψ (q - 1)) * ψ (q - 1)) * hu

/-- A unit vector has Wigner function -1/3 at `(q, p)` exactly when it is a phase times the
odd state displaced to `(q, p)`. -/
theorem wigner_eq_neg_third_iff (ψ : ZMod 3 → ℂ) (hψ : ∑ x, ‖ψ x‖ ^ 2 = 1) (q p : ZMod 3) :
    wigner ψ q p = -1 / 3 ↔ ∃ c : ℂ, ‖c‖ = 1 ∧ ψ = c • displacedOdd q p := by
  have hs : ((√2 : ℝ) : ℂ) * ((√2 : ℝ) : ℂ)⁻¹ = 1 :=
    mul_inv_cancel₀ (Complex.ofReal_ne_zero.2 (Real.sqrt_pos.2 (by norm_num)).ne')
  have hp : phase p * phase (-p) = 1 := by
    rw [← phase_add, add_neg_cancel]
    simp [phase]
  have v0 : displacedOdd q p q = 0 := by
    rw [displacedOdd, sub_self, show oddState 0 = 0 from if_pos rfl, mul_zero]
  have v1 : displacedOdd q p (q + 1) = phase p * ((√2 : ℝ) : ℂ)⁻¹ := by
    rw [displacedOdd, add_sub_cancel_left, mul_one]
    exact congrArg _ ((if_neg (show ¬ ((1 : ZMod 3) = 0) by decide)).trans (if_pos rfl))
  have v2 : displacedOdd q p (q - 1) = phase (-p) * -((√2 : ℝ) : ℂ)⁻¹ := by
    rw [displacedOdd, show q - 1 - q = -1 by ring, mul_neg, mul_one]
    exact congrArg _ ((if_neg (show ¬ ((-1 : ZMod 3) = 0) by decide)).trans
      (if_neg (show ¬ ((-1 : ZMod 3) = 1) by decide)))
  rw [wigner_of_unit ψ hψ, two_mul p, phase_add]
  constructor
  · intro h
    have h' : (2 * ‖ψ q‖ ^ 2 + ‖ψ (q + 1) + phase p * phase p * ψ (q - 1)‖ ^ 2 - 1) / 3
        = (-1 / 3 : ℝ) := Complex.ofReal_injective (h.trans (by norm_num))
    -- both squares vanish
    have a0 : ψ q = 0 := norm_eq_zero.1 (pow_eq_zero_iff two_ne_zero |>.1 (by
      nlinarith [sq_nonneg ‖ψ q‖, sq_nonneg ‖ψ (q + 1) + phase p * phase p * ψ (q - 1)‖]))
    have a1 : ψ (q + 1) + phase p * phase p * ψ (q - 1) = 0 :=
      norm_eq_zero.1 (pow_eq_zero_iff two_ne_zero |>.1 (by
        nlinarith [sq_nonneg ‖ψ q‖, sq_nonneg ‖ψ (q + 1) + phase p * phase p * ψ (q - 1)‖]))
    have a2 : ‖ψ (q + 1)‖ = ‖ψ (q - 1)‖ := by
      rw [eq_neg_of_add_eq_zero_left a1, norm_neg, norm_mul, norm_mul, (phase_unitary p).1]
      ring
    rw [sum_sites _ q, a0, a2, norm_zero] at hψ
    refine ⟨-((√2 : ℝ) : ℂ) * phase p * ψ (q - 1), ?_, ?_⟩
    · refine (pow_eq_one_iff_of_nonneg (norm_nonneg _) two_ne_zero).1 ?_
      rw [norm_mul, norm_mul, norm_neg, (phase_unitary p).1, Complex.norm_real,
        Real.norm_of_nonneg (Real.sqrt_nonneg 2), mul_one, mul_pow, Real.sq_sqrt (by norm_num)]
      linarith
    · have hx : ∀ q x : ZMod 3, x = q ∨ x = q + 1 ∨ x = q - 1 := by decide
      funext x
      rw [Pi.smul_apply, smul_eq_mul]
      rcases hx q x with h | h | h
      · rw [h, v0, a0, mul_zero]
      · rw [h, v1]
        linear_combination a1 + phase p * phase p * ψ (q - 1) * hs
      · rw [h, v2]
        linear_combination (-ψ (q - 1) * (phase p * phase (-p))) * hs - ψ (q - 1) * hp
  · rintro ⟨c, -, hc⟩
    have a0 : ψ q = 0 := by rw [hc, Pi.smul_apply, v0, smul_zero]
    have a1 : ψ (q + 1) + phase p * phase p * ψ (q - 1) = 0 := by
      rw [hc, Pi.smul_apply, Pi.smul_apply, v1, v2, smul_eq_mul, smul_eq_mul]
      linear_combination (-(c * ((√2 : ℝ) : ℂ)⁻¹ * phase p)) * hp
    rw [a0, a1]
    norm_num

/-- The basis states and the quadratic-phase states have real nonnegative Wigner functions.
Every unit vector has a real Wigner function bounded below by -1/3, with the value -1/3 at the
origin exactly for a phase times `(0, 1, -1) / √2`. -/
theorem qutrit_wigner_positivity_and_minimum :
    (∀ k q p, ∃ r : ℝ, 0 ≤ r ∧ wigner (basisState k) q p = r) ∧
    (∀ a b q p, ∃ r : ℝ, 0 ≤ r ∧ wigner (chirpState a b) q p = r) ∧
    ∀ ψ : ZMod 3 → ℂ, ∑ x, ‖ψ x‖ ^ 2 = 1 →
      (∀ q p, ∃ r : ℝ, -1 / 3 ≤ r ∧ wigner ψ q p = r) ∧
      (wigner ψ 0 0 = -1 / 3 ↔ ∃ c : ℂ, ‖c‖ = 1 ∧ ψ = c • oddState) := by
  refine ⟨fun k q p => ?_, fun a b q p => ?_, fun ψ hψ => ⟨fun q p => ?_, ?_⟩⟩
  · rw [wigner_basisState]
    split_ifs
    · exact ⟨1 / 3, by norm_num, by norm_num⟩
    · exact ⟨0, le_rfl, by norm_num⟩
  · rw [wigner_chirpState]
    split_ifs
    · exact ⟨1 / 3, by norm_num, by norm_num⟩
    · exact ⟨0, le_rfl, by norm_num⟩
  · refine ⟨_, ?_, wigner_of_unit ψ hψ q p⟩
    linarith [sq_nonneg ‖ψ q‖, sq_nonneg ‖ψ (q + 1) + phase (2 * p) * ψ (q - 1)‖]
  · have h : displacedOdd 0 0 = oddState := by
      funext x
      simp [displacedOdd, phase]
    rw [wigner_eq_neg_third_iff ψ hψ, h]

end

end QutritWigner
```

```lean
#print axioms QutritWigner.qutrit_wigner_positivity_and_minimum
```

```
'QutritWigner.qutrit_wigner_positivity_and_minimum' depends on axioms: [propext, Classical.choice, Quot.sound]
```

## How the Lean statements map to the qutrit

`ZMod 3` labels both positions and momenta, and `wigner ψ q p` is $W(q,p)$. The function `phase k` raises $w$ to the representative 0, 1 or 2 of `k`, as a three-entry lookup table would. The convention puts the conjugate on $\psi(q+y)$ and a plus sign in the exponent, so the plane wave $w^{bx}/\sqrt3$ sits at $p=b$.

The final theorem, `qutrit_wigner_positivity_and_minimum`, has three parts. The first two say that for every basis state and every quadratic-phase state, at every point, the complex number `wigner` equals some real `r` with `0 ≤ r`. The third takes a `ψ` with `∑ x, ‖ψ x‖ ^ 2 = 1`. It gives a real value of at least `-1 / 3` at every point, and says that the value at the origin is `-1 / 3` if and only if `ψ = c • oddState` for some `c` with `‖c‖ = 1`.

Two supporting theorems say more. `wigner_of_unit` is the identity itself, and `wigner_eq_neg_third_iff` describes the minimisers at every point $(q,p)$ through `displacedOdd q p`.

## How the proof follows the algebra

`phase_add` shows that reducing exponents modulo 3 is harmless, because $w^3=1$. `phase_unitary` gives $|w^k|=1$ and $\overline{w^k}=w^{-k}$, and `phase_sum` evaluates the sum of phases from $1+w+w^2=0$. `sum_sites` writes a sum over $\mathbb Z/3$ as the terms at $q$, $q+1$ and $q-1$.

In `wigner_of_unit`, the number 1 is replaced by the sum of the three squared moduli and every squared modulus by $\bar z z$. The closing `linear_combination` then uses $|w^{2p}|=1$, as in completing the square.

In `wigner_eq_neg_third_iff`, `nlinarith` deduces that both squares vanish. The proof supplies the same $c$ as above and compares the two vectors at the three sites. The converse substitutes the displaced odd state into the identity.

`wigner_basisState` reduces the sum to $y=0$. In `wigner_chirpState`, `ring` verifies the exponent identity and `phase_sum` finishes the calculation. The final theorem reads positivity off these two results and the lower bound off `wigner_of_unit`.

## Normalisation, other states and rounding

Without normalisation both the bound and the equality case fail:

- $\psi=(0,1,-1)$ has $W(0,0)=-\tfrac23$, which is below the bound.
- $\psi=(1,1,-1)$ has $W(0,0)=\tfrac13(1-2)=-\tfrac13$, but its first component is not zero, so it is not a multiple of the odd state.

A code that stores unnormalised vectors should therefore divide $W$ by $\sum_x|\psi(x)|^2$ before it applies the check.

The theorems concern one qutrit in a pure state. Density matrices, several qutrits and time evolution are not treated, and no upper bound on $W$ is proved. Positivity is shown for the twelve listed states, with no claim that every other pure state has a negative entry. That converse belongs to the discrete Hudson theorem, and a code should not cite this file for it.

The statements are about exact complex numbers. In floating-point arithmetic a correct program can return a small imaginary part, or a value slightly below $-\tfrac13$, so the checks need a tolerance.
